# The Boltzmann factor of a measurable real-valued energy has a non-zero integral over a Haar measure

The theorem `relative_ne_zero` says that a configuration integral, the integral of exp(−W) over all configurations, is not zero. The energy W is measured in units of the thermal energy and is a measurable function with a finite real value at every point; the configuration space is a normed additive commutative group with an additive Haar measure. The integral takes values in the extended non-negative numbers, so the statement leaves open whether it is finite. The proof notes that the Boltzmann factor vanishes nowhere, so its support is the whole space. It then uses the fact that such an integral is positive exactly when the support has positive measure, which the whole space has, being open and non-empty.

The failing Lean file:

```lean
import Mathlib

open MeasureTheory Set

namespace RelativeNeZero

/-- The Boltzmann factor `exp (-E)` of an energy `E` in units of the thermal energy,
as an extended non-negative number. -/
noncomputable def boltzmann (E : ℝ) : ENNReal := ENNReal.ofReal (Real.exp (-E))

theorem measurable_boltzmann : Measurable boltzmann := by
  unfold boltzmann
  fun_prop

section General

variable {F : Type*} [NormedAddCommGroup F] [MeasurableSpace F]
  (μ : Measure F) [μ.IsAddHaarMeasure]

/-- The integral of the Boltzmann factor of a measurable energy over a configuration space
with a translation-invariant (Haar) measure is never zero. -/
theorem relative_ne_zero {W : F → ℝ} (hW : Measurable W) :
    ∫⁻ r, boltzmann (W r) ∂μ ≠ 0 := by
  have hs : Function.support (fun r => boltzmann (W r)) = univ := by
    ext r
    simp [boltzmann, Real.exp_pos]
  apply ne_of_gt
  rw [lintegral_pos_iff_support (measurable_boltzmann.comp hW), hs]
  exact isOpen_univ.measure_pos μ univ_nonempty

end General

end RelativeNeZero
```

The compiler's answer:

```
Main.lean:28:6: error: Tactic `rewrite` failed: Did not find an occurrence of the pattern
  @LT.lt ENNReal ENNReal.instPartialOrder.toLT 0 (∫⁻ (a : F), (boltzmann ∘ W) a ∂?m.39)
in the target expression
  @LT.lt ENNReal ENNReal.instPartialOrder.toLT 0 (∫⁻ (r : F), boltzmann (W r) ∂μ)

F : Type u_1
inst✝² : NormedAddCommGroup F
inst✝¹ : MeasurableSpace F
μ : Measure F
inst✝ : μ.IsAddHaarMeasure
W : F → ℝ
hW : Measurable W
hs : (Function.support fun r => boltzmann (W r)) = univ
⊢ 0 < ∫⁻ (r : F), boltzmann (W r) ∂μ
```

What went wrong. The error says that `rw` could not find the left-hand side of `lintegral_pos_iff_support` in the goal. The term `measurable_boltzmann.comp hW` proves that `boltzmann ∘ W` is measurable, so Lean took that composition as the lemma's function and looked for an integral of `(boltzmann ∘ W) a`. The goal has `boltzmann (W r)` instead. The two are equal by definition, but seeing this means unfolding `∘`, which `rw` does not do when it searches for its pattern. The undetermined measure `?m.39` is not the trouble, since a match would have fixed it.

The repair adds `hb`, which states measurability for `fun r => boltzmann (W r)`. Lean accepts the same proof term there, because checking a term against a stated type does allow `∘` to be unfolded. With `hb` passed to the lemma, the pattern has the form found in the goal and the rewrite succeeds. The support it leaves is also written as in `hs`, so the second rewrite applies.

The change, after which it compiles:

```diff
@@ -26,5 +26,6 @@
     simp [boltzmann, Real.exp_pos]
   apply ne_of_gt
-  rw [lintegral_pos_iff_support (measurable_boltzmann.comp hW), hs]
+  have hb : Measurable (fun r => boltzmann (W r)) := measurable_boltzmann.comp hW
+  rw [lintegral_pos_iff_support hb, hs]
   exact isOpen_univ.measure_pos μ univ_nonempty
 
```
